# A trial state with root-mean-square energy at most c guarantees a level within c of zero

Let `A` be a finite Hermitian matrix, read as a Hamiltonian, and let `x` be a nonzero trial vector, not necessarily normalised. The lemma says that if ‖Ax‖² ≤ c²‖x‖² with c ≥ 0, then `A` has a real eigenvalue E with |E| ≤ c. The ratio ‖Ax‖/‖x‖ is the root-mean-square energy √⟨A²⟩ in the normalised trial state, so the hypothesis bounds that quantity by c. The attempt argues by contradiction: if every eigenvalue exceeded c in absolute value, expanding `x` and `Ax` in an orthonormal eigenbasis would give ‖Ax‖² > c²‖x‖².

In Lean, a first try:

```lean
import Mathlib

open Matrix

namespace RhombohedralMultilayer

noncomputable section

/-- The real number `E` is an energy level of the matrix `A`. -/
def IsLevel {n : Type*} [Fintype n] (A : Matrix n n ℂ) (E : ℝ) : Prop :=
  ∃ ψ : n → ℂ, ψ ≠ 0 ∧ A *ᵥ ψ = (E : ℂ) • ψ

/-- If a Hermitian matrix stretches some nonzero trial state by at most `c`, it has a level
with `|E| ≤ c`. -/
theorem exists_level_of_trial {n : Type*} [Fintype n] [DecidableEq n] {A : Matrix n n ℂ}
    (hA : A.IsHermitian) {x : n → ℂ} (hx : x ≠ 0) {c : ℝ} (hc : 0 ≤ c)
    (h : ∑ i, ‖(A *ᵥ x) i‖ ^ 2 ≤ c ^ 2 * ∑ i, ‖x i‖ ^ 2) :
    ∃ E : ℝ, IsLevel A E ∧ |E| ≤ c := by
  by_contra hcon
  let b := hA.eigenvectorBasis
  have hlev : ∀ j, A *ᵥ (b j).ofLp = (hA.eigenvalues j : ℂ) • (b j).ofLp := by
    intro j
    refine (hA.mulVec_eigenvectorBasis j).trans ?_
    funext i
    simp [b]
  have hne : ∀ j, (b j).ofLp ≠ 0 := by
    intro j h0
    have h1 : ‖b j‖ = 1 := b.orthonormal.1 j
    have h2 : b j = 0 := PiLp.ext fun i => congrFun h0 i
    rw [h2, norm_zero] at h1
    exact zero_ne_one h1
  have hbig : ∀ j, c < |hA.eigenvalues j| := fun j => by
    by_contra hj
    exact hcon ⟨_, ⟨_, hne j, hlev j⟩, not_lt.mp hj⟩
  -- components of `A x` in the eigenbasis
  have hin : ∀ j, inner ℂ (b j) (WithLp.toLp 2 (A *ᵥ x))
      = (hA.eigenvalues j : ℂ) * inner ℂ (b j) (WithLp.toLp 2 x) := by
    intro j
    have h2 := congrArg star (hlev j)
    rw [Matrix.star_mulVec, hA.eq, star_smul, Complex.star_def, Complex.conj_ofReal] at h2
    rw [EuclideanSpace.inner_eq_star_dotProduct, EuclideanSpace.inner_eq_star_dotProduct,
      dotProduct_comm, Matrix.dotProduct_mulVec, h2, smul_dotProduct, smul_eq_mul,
      dotProduct_comm]
  have hpar : ∀ y : n → ℂ, ∑ j, ‖inner ℂ (b j) (WithLp.toLp 2 y)‖ ^ 2 = ∑ i, ‖y i‖ ^ 2 := by
    intro y
    rw [b.sum_sq_norm_inner_right, EuclideanSpace.norm_sq_eq]
  rw [← hpar, ← hpar, Finset.mul_sum] at h
  refine absurd h (not_le_of_gt (Finset.sum_lt_sum ?_ ?_))
  · intro j _
    rw [hin, norm_mul, mul_pow, Complex.norm_real, Real.norm_eq_abs]
    have := (hbig j).le
    gcongr
  · by_contra hall
    apply hx
    have hz : ∀ j, ‖inner ℂ (b j) (WithLp.toLp 2 x)‖ ^ 2 = 0 := by
      intro j
      by_contra hj
      refine hall ⟨j, Finset.mem_univ j, ?_⟩
      rw [hin, norm_mul, mul_pow, Complex.norm_real, Real.norm_eq_abs]
      exact mul_lt_mul_of_pos_right (pow_lt_pow_left₀ (hbig j) hc two_ne_zero)
        (lt_of_le_of_ne (sq_nonneg _) (Ne.symm hj))
    have hs := hpar x
    rw [Finset.sum_eq_zero fun j _ => hz j] at hs
    funext i
    have hi := (Finset.sum_eq_zero_iff_of_nonneg fun i _ => sq_nonneg ‖x i‖).mp hs.symm i
      (Finset.mem_univ i)
    exact norm_eq_zero.mp (pow_eq_zero_iff two_ne_zero |>.mp hi)

end

end RhombohedralMultilayer
```

The compiler's answer:

```
Main.lean:50:8: error: Tactic `rewrite` failed: Did not find an occurrence of the pattern
  inner ℂ (b ?j) (WithLp.toLp 2 (A *ᵥ x))
in the target expression
  c ^ 2 * ‖x j‖ ^ 2 ≤ ‖inner ℂ (b j) (WithLp.toLp 2 fun j => inner ℂ (b j) (WithLp.toLp 2 (A *ᵥ x)))‖ ^ 2

case refine_1
n : Type u_1
inst✝¹ : Fintype n
inst✝ : DecidableEq n
A : Matrix n n ℂ
hA : A.IsHermitian
x : n → ℂ
hx : x ≠ 0
c : ℝ
hc : 0 ≤ c
hcon : ¬∃ E, IsLevel A E ∧ |E| ≤ c
b : OrthonormalBasis n ℂ (EuclideanSpace ℂ n) := hA.eigenvectorBasis
h : ∑ j, ‖inner ℂ (b j) (WithLp.toLp 2 fun j => inner ℂ (b j) (WithLp.toLp 2 (A *ᵥ x)))‖ ^ 2 ≤ ∑ i, c ^ 2 * ‖x i‖ ^ 2
hlev : ∀ (j : n), A *ᵥ (b j).ofLp = ↑(hA.eigenvalues j) • (b j).ofLp
hne : ∀ (j : n), (b j).ofLp ≠ 0
hbig : ∀ (j : n), c < |hA.eigenvalues j|
hin : ∀ (j : n), inner ℂ (b j) (WithLp.toLp 2 (A *ᵥ x)) = ↑(hA.eigenvalues j) * inner ℂ (b j) (WithLp.toLp 2 x)
hpar : ∀ (y : n → ℂ), ∑ j, ‖inner ℂ (b j) (WithLp.toLp 2 y)‖ ^ 2 = ∑ i, ‖y i‖ ^ 2
j : n
a✝ : j ∈ Finset.univ
⊢ c ^ 2 * ‖x j‖ ^ 2 ≤ ‖inner ℂ (b j) (WithLp.toLp 2 fun j => inner ℂ (b j) (WithLp.toLp 2 (A *ᵥ x)))‖ ^ 2
Main.lean:59:10: error: Tactic `rewrite` failed: Did not find an occurrence of the pattern
  inner ℂ (b ?j) (WithLp.toLp 2 (A *ᵥ x))
in the target expression
  c ^ 2 * ‖x j‖ ^ 2 < ‖inner ℂ (b j) (WithLp.toLp 2 fun j => inner ℂ (b j) (WithLp.toLp 2 (A *ᵥ x)))‖ ^ 2

n : Type u_1
inst✝¹ : Fintype n
inst✝ : DecidableEq n
A : Matrix n n ℂ
hA : A.IsHermitian
x : n → ℂ
hx : x ≠ 0
c : ℝ
hc : 0 ≤ c
hcon : ¬∃ E, IsLevel A E ∧ |E| ≤ c
b : OrthonormalBasis n ℂ (EuclideanSpace ℂ n) := hA.eigenvectorBasis
h : ∑ j, ‖inner ℂ (b j) (WithLp.toLp 2 fun j => inner ℂ (b j) (WithLp.toLp 2 (A *ᵥ x)))‖ ^ 2 ≤ ∑ i, c ^ 2 * ‖x i‖ ^ 2
hlev : ∀ (j : n), A *ᵥ (b j).ofLp = ↑(hA.eigenvalues j) • (b j).ofLp
hne : ∀ (j : n), (b j).ofLp ≠ 0
hbig : ∀ (j : n), c < |hA.eigenvalues j|
hin : ∀ (j : n), inner ℂ (b j) (WithLp.toLp 2 (A *ᵥ x)) = ↑(hA.eigenvalues j) * inner ℂ (b j) (WithLp.toLp 2 x)
hpar : ∀ (y : n → ℂ), ∑ j, ‖inner ℂ (b j) (WithLp.toLp 2 y)‖ ^ 2 = ∑ i, ‖y i‖ ^ 2
hall :
  ¬∃ i ∈ Finset.univ,
      c ^ 2 * ‖x i‖ ^ 2 < ‖inner ℂ (b i) (WithLp.toLp 2 fun j => inner ℂ (b j) (WithLp.toLp 2 (A *ᵥ x)))‖ ^ 2
j : n
hj : ¬‖inner ℂ (b j) (WithLp.toLp 2 x)‖ ^ 2 = 0
⊢ c ^ 2 * ‖x j‖ ^ 2 < ‖inner ℂ (b j) (WithLp.toLp 2 fun j => inner ℂ (b j) (WithLp.toLp 2 (A *ᵥ x)))‖ ^ 2
```

Cause. Both errors say that `rw [hin]` cannot find the inner product of a basis vector with `A *ᵥ x` in a form it can rewrite. The fault lies earlier, in `rw [← hpar, ← hpar, Finset.mul_sum] at h`. The first `← hpar` turns the sum for `A *ᵥ x` into a sum over eigenbasis components. That result is again a sum of squared norms, so the second `← hpar`, whose vector is also left open, matches it and expands it once more. The sum for `x` is never converted, as `h` shows. The expression `hin` needs now occurs only inside a `fun j`, where it depends on the bound variable and `rw` cannot reach it.

The repair names the vectors, `hpar (A *ᵥ x)` and `hpar x`, so each sum is converted once. `simp only` then applies `hin` inside the sums in `h`, replacing the two failing rewrites. Obtaining a nonzero component of `x` beforehand reorganises the strict-inequality step, and the shorter `hne` is mere tidying.

As a diff, the version that Lean accepts:

```diff
@@ -24,10 +24,6 @@
     funext i
     simp [b]
-  have hne : ∀ j, (b j).ofLp ≠ 0 := by
-    intro j h0
-    have h1 : ‖b j‖ = 1 := b.orthonormal.1 j
-    have h2 : b j = 0 := PiLp.ext fun i => congrFun h0 i
-    rw [h2, norm_zero] at h1
-    exact zero_ne_one h1
+  have hne : ∀ j, (b j).ofLp ≠ 0 := fun j h0 =>
+    b.orthonormal.ne_zero j (PiLp.ext fun i => congrFun h0 i)
   have hbig : ∀ j, c < |hA.eigenvalues j| := fun j => by
     by_contra hj
@@ -45,25 +41,19 @@
     intro y
     rw [b.sum_sq_norm_inner_right, EuclideanSpace.norm_sq_eq]
-  rw [← hpar, ← hpar, Finset.mul_sum] at h
-  refine absurd h (not_le_of_gt (Finset.sum_lt_sum ?_ ?_))
-  · intro j _
-    rw [hin, norm_mul, mul_pow, Complex.norm_real, Real.norm_eq_abs]
-    have := (hbig j).le
+  obtain ⟨j, hj⟩ : ∃ j, inner ℂ (b j) (WithLp.toLp 2 x) ≠ 0 := by
+    by_contra! hz
+    have h0 : ∑ i, ‖x i‖ ^ 2 = 0 := by
+      rw [← hpar x]
+      simp [hz]
+    refine hx (funext fun i => ?_)
+    simpa using (Finset.sum_eq_zero_iff_of_nonneg fun i _ => sq_nonneg ‖x i‖).mp h0 i
+      (Finset.mem_univ i)
+  rw [← hpar (A *ᵥ x), ← hpar x, Finset.mul_sum] at h
+  simp only [hin, norm_mul, mul_pow, Complex.norm_real, Real.norm_eq_abs] at h
+  refine absurd h (not_le_of_gt (Finset.sum_lt_sum (fun k _ => ?_) ⟨j, Finset.mem_univ j, ?_⟩))
+  · have := (hbig k).le
     gcongr
-  · by_contra hall
-    apply hx
-    have hz : ∀ j, ‖inner ℂ (b j) (WithLp.toLp 2 x)‖ ^ 2 = 0 := by
-      intro j
-      by_contra hj
-      refine hall ⟨j, Finset.mem_univ j, ?_⟩
-      rw [hin, norm_mul, mul_pow, Complex.norm_real, Real.norm_eq_abs]
-      exact mul_lt_mul_of_pos_right (pow_lt_pow_left₀ (hbig j) hc two_ne_zero)
-        (lt_of_le_of_ne (sq_nonneg _) (Ne.symm hj))
-    have hs := hpar x
-    rw [Finset.sum_eq_zero fun j _ => hz j] at hs
-    funext i
-    have hi := (Finset.sum_eq_zero_iff_of_nonneg fun i _ => sq_nonneg ‖x i‖).mp hs.symm i
-      (Finset.mem_univ i)
-    exact norm_eq_zero.mp (pow_eq_zero_iff two_ne_zero |>.mp hi)
+  · exact mul_lt_mul_of_pos_right (pow_lt_pow_left₀ (hbig j) hc two_ne_zero)
+      (pow_pos (norm_pos_iff.mpr hj) 2)
 
 end
```
